# At positive temperature and fixed chemical potential, the static response of $\langle A\rangle$ to a Hermitian perturbation $A$, for non-interacting electrons in finitely many levels, lies between $-\mathrm{tr}(A^2)/(4T)$ and $0$

A program that sums a static response over pairs of levels divides occupation differences by energy differences, so it needs a replacement where two levels coincide. The derivative of the Fermi function is the continuous replacement. For non-interacting electrons at temperature $T>0$, measured in energy units, no pair's weight then exceeds $1/(4T)$ in size, however small the gap. Rounding in the subtractions is a separate matter.

## Levels, occupations and the response sum

```lean
import Mathlib

open Finset

namespace FermiStaticResponse

noncomputable section

variable {μ T : ℝ} {ι : Type*} [Fintype ι]
```

The chemical potential `μ` and the temperature `T` are real numbers. The finite type `ι` labels the levels. Each level holds at most one electron, so the two spin states of an orbital count as two levels.

```lean
/-- The Fermi function at chemical potential `μ` and temperature `T`, for `T ≠ 0`. -/
def fermi (μ T E : ℝ) : ℝ := 1 / (Real.exp ((E - μ) / T) + 1)
```

This is $f(E)=1/(e^{(E-\mu)/T}+1)$, with $T$ in energy units ($k_B=1$).

```lean
/-- The difference quotient of the Fermi function between two energies, replaced by its
derivative when the energies are equal, for `T ≠ 0`. -/
def fermiQuotient (μ T x y : ℝ) : ℝ :=
  if x = y then deriv (fermi μ T) x else (fermi μ T x - fermi μ T y) / (x - y)
```

Write $q(x,y)$ for this quotient: $(f(x)-f(y))/(x-y)$ for distinct energies, $f'(x)$ for equal ones.

```lean
/-- The static response of levels `E` to a perturbation with matrix `A` in the level basis:
the sum of `|A m n|²` weighted by the Fermi difference quotients, for `T ≠ 0`. -/
def staticResponse (μ T : ℝ) (E : ι → ℝ) (A : Matrix ι ι ℂ) : ℝ :=
  ∑ m, ∑ n, fermiQuotient μ T (E m) (E n) * ‖A m n‖ ^ 2
```

The response is $R=\sum_{m,n}q(E_m,E_n)|A_{mn}|^2$, diagonal terms included. The function `E : ι → ℝ` may repeat values, so degeneracies are allowed. For Hermitian $A$, $R$ is physically the first-order change of $\langle A\rangle$ per unit $\lambda$ when the one-particle Hamiltonian becomes $H+\lambda A$ at fixed $\mu$ and $T$. The file takes the sum as its definition and does not derive it from perturbation theory. Interactions and self-consistent screening are absent.

## The slope of the Fermi function

```lean
/-- At positive temperature the slope of the Fermi function is `-f (1 - f) / T`. -/
theorem hasDerivAt_fermi (hT : 0 < T) (E : ℝ) :
    HasDerivAt (fermi μ T) (-(fermi μ T E * (1 - fermi μ T E)) / T) E := by
  have hx : HasDerivAt (fun x : ℝ => Real.exp ((x - μ) / T) + 1)
      (Real.exp ((E - μ) / T) * (1 / T)) E :=
    ((((hasDerivAt_id' E).sub_const μ).div_const T).exp).add_const 1
  have hpos : Real.exp ((E - μ) / T) + 1 ≠ 0 := by positivity
  have h : HasDerivAt (fermi μ T) _ E := (hasDerivAt_const E (1 : ℝ)).fun_div hx hpos
  refine h.congr_deriv ?_
  simp only [fermi]
  generalize Real.exp ((E - μ) / T) = e at hpos ⊢
  field_simp
  ring
```

The argument `hT : 0 < T` is the assumption of positive temperature, and `HasDerivAt` states the value of a derivative at a point. With $e=e^{(E-\mu)/T}$, we have $f=1/(e+1)$ and $1-f=e/(e+1)$, so
$$f'=-\frac{e/T}{(e+1)^2}=-\frac{f(1-f)}{T}.$$
Lean applies the chain and quotient rules; `field_simp` clears denominators and `ring` does the remaining algebra.

```lean
/-- At positive temperature a level is half filled exactly when it lies at the chemical
potential. -/
theorem fermi_eq_half_iff (hT : 0 < T) (E : ℝ) : fermi μ T E = 1 / 2 ↔ E = μ := by
  constructor
  · intro h
    have hpos : Real.exp ((E - μ) / T) + 1 ≠ 0 := by positivity
    rw [fermi, div_eq_div_iff hpos two_ne_zero] at h
    have h1 : Real.exp ((E - μ) / T) = 1 := by linarith
    rw [Real.exp_eq_one_iff, div_eq_zero_iff] at h1
    rcases h1 with h1 | h1 <;> linarith
  · intro h
    rw [h]
    norm_num [fermi]
```

By hand, $f=1/2$ means $e+1=2$, hence $e=1$ and $E=\mu$. `constructor` splits the "exactly when" into its two directions.

```lean
/-- At positive temperature `f(E) + E / (4T)` is strictly increasing in the energy. -/
theorem strictMono_fermi_add (hT : 0 < T) :
    StrictMono (fun E => fermi μ T E + E / (4 * T)) := by
  -- the derivative is a square that vanishes only at half filling
  have hd : ∀ x, HasDerivAt (fun E => fermi μ T E + E / (4 * T))
      ((fermi μ T x - 1 / 2) ^ 2 / T) x := by
    intro x
    refine ((hasDerivAt_fermi hT x).fun_add
      ((hasDerivAt_id' x).div_const (4 * T))).congr_deriv ?_
    field_simp
    ring
  have hp : ∀ x, x ≠ μ → 0 < deriv (fun E => fermi μ T E + E / (4 * T)) x := by
    intro x hx
    rw [(hd x).deriv]
    have h0 : fermi μ T x - 1 / 2 ≠ 0 :=
      sub_ne_zero.mpr fun h => hx ((fermi_eq_half_iff hT x).1 h)
    exact div_pos ((sq_nonneg _).lt_of_ne' (pow_ne_zero 2 h0)) hT
  -- glue the two half-lines on either side of the chemical potential
  refine StrictMonoOn.Iic_union_Ici (a := μ) ?_ ?_
  · refine strictMonoOn_of_deriv_pos (convex_Iic μ)
      (fun x _ => (hd x).continuousAt.continuousWithinAt) fun x hx => hp x ?_
    rw [interior_Iic] at hx
    exact (Set.mem_Iio.1 hx).ne
  · refine strictMonoOn_of_deriv_pos (convex_Ici μ)
      (fun x _ => (hd x).continuousAt.continuousWithinAt) fun x hx => hp x ?_
    rw [interior_Ici] at hx
    exact (Set.mem_Ioi.1 hx).ne'
```

Let $g(E)=f(E)+E/(4T)$. Then
$$g'=\frac{-f+f^2+1/4}{T}=\frac{(f-1/2)^2}{T},$$
which is positive except at $\mu$. So $g$ increases strictly on each side of $\mu$, and therefore on the whole line. In the proof, `hd` is the derivative, `hp` its positivity, and `StrictMonoOn.Iic_union_Ici` joins the half-lines.

## Bounds for one pair of levels

```lean
/-- At positive temperature every Fermi difference quotient is negative. -/
theorem fermiQuotient_neg (hT : 0 < T) (x y : ℝ) : fermiQuotient μ T x y < 0 := by
  have anti : ∀ a b : ℝ, a < b → fermi μ T b < fermi μ T a := by
    intro a b hab
    have h1 : (a - μ) / T < (b - μ) / T := by
      rw [div_lt_div_iff_of_pos_right hT]
      linarith
    have h2 := Real.exp_lt_exp.2 h1
    exact one_div_lt_one_div_of_lt (by positivity) (by linarith)
  unfold fermiQuotient
  split_ifs with h
  · rw [(hasDerivAt_fermi hT x).deriv]
    have he := Real.exp_pos ((x - μ) / T)
    have h0 : 0 < fermi μ T x := by unfold fermi; positivity
    have h1 : fermi μ T x < 1 := by
      rw [fermi, div_lt_one (by positivity)]
      linarith
    exact div_neg_of_neg_of_pos (neg_lt_zero.2 (mul_pos h0 (by linarith))) hT
  · rcases lt_or_gt_of_ne h with h | h
    · exact div_neg_of_pos_of_neg (sub_pos.2 (anti _ _ h)) (sub_neg.2 h)
    · exact div_neg_of_neg_of_pos (sub_neg.2 (anti _ _ h)) (sub_pos.2 h)
```

A higher energy gives a larger exponential and a smaller $f$; this is `anti`. For $x\ne y$, numerator and denominator therefore have opposite signs. For $x=y$, $0<f<1$ makes the slope negative. `split_ifs` separates the cases.

```lean
/-- At positive temperature every Fermi difference quotient is at least `-1 / (4T)`, with
equality exactly when both energies lie at the chemical potential. -/
theorem fermiQuotient_lower (hT : 0 < T) (x y : ℝ) :
    -(1 / (4 * T)) ≤ fermiQuotient μ T x y ∧
      (fermiQuotient μ T x y = -(1 / (4 * T)) ↔ x = μ ∧ y = μ) := by
  by_cases h : x = y
  · subst h
    have hq : fermiQuotient μ T x x = -(1 / (4 * T)) + (fermi μ T x - 1 / 2) ^ 2 / T := by
      rw [fermiQuotient, if_pos rfl, (hasDerivAt_fermi hT x).deriv]
      field_simp
      ring
    have hn := div_nonneg (sq_nonneg (fermi μ T x - 1 / 2)) hT.le
    rw [hq]
    refine ⟨by linarith, fun e => ?_, fun e => ?_⟩
    · have z : (fermi μ T x - 1 / 2) ^ 2 / T = 0 := by linarith
      rcases div_eq_zero_iff.1 z with z | z
      · have z' := (pow_eq_zero_iff two_ne_zero).1 z
        have hx := (fermi_eq_half_iff hT x).1 (sub_eq_zero.1 z')
        exact ⟨hx, hx⟩
      · exact absurd z hT.ne'
    · rw [(fermi_eq_half_iff hT x).2 e.1]
      ring
  · -- distinct energies: compare the increasing function at the two points
    have hne : x - y ≠ 0 := sub_ne_zero.2 h
    have hq : fermiQuotient μ T x y + 1 / (4 * T) =
        ((fermi μ T x + x / (4 * T)) - (fermi μ T y + y / (4 * T))) / (x - y) := by
      rw [fermiQuotient, if_neg h]
      field_simp
      ring
    have hs : 0 < fermiQuotient μ T x y + 1 / (4 * T) := by
      rw [hq]
      rcases lt_or_gt_of_ne h with h | h
      · exact div_pos_of_neg_of_neg (sub_neg.2 (strictMono_fermi_add hT h)) (sub_neg.2 h)
      · exact div_pos (sub_pos.2 (strictMono_fermi_add hT h)) (sub_pos.2 h)
    exact ⟨by linarith, fun e => by linarith, fun e => absurd (e.1.trans e.2.symm) h⟩
```

For $x\neq y$,
$$q(x,y)+\frac1{4T}=\frac{g(x)-g(y)}{x-y}>0.$$
For $x=y$, the left side is $(f(x)-1/2)^2/T\ge0$, which vanishes only at $x=\mu$. These are the two branches of `by_cases`.

```lean
/-- At positive temperature the Fermi difference quotient is continuous as one energy
approaches the other. -/
theorem continuousAt_fermiQuotient (hT : 0 < T) (y : ℝ) :
    ContinuousAt (fun x => fermiQuotient μ T x y) y := by
  have h : (fun x => fermiQuotient μ T x y) = dslope (fermi μ T) y := by
    funext x
    by_cases h : x = y
    · rw [h, fermiQuotient, if_pos rfl, dslope_same]
    · rw [fermiQuotient, if_neg h, dslope_of_ne _ h, slope_def_field]
  rw [h]
  exact continuousAt_dslope_same.2 (hasDerivAt_fermi hT y).differentiableAt
```

With $y$ fixed, $q(x,y)\to f'(y)=q(y,y)$ as $x\to y$, by the definition of the derivative. Lean identifies $q$ with Mathlib's `dslope`, whose continuity at $y$ is equivalent to differentiability of $f$ there.

## From pairs to the trace

```lean
/-- For Hermitian `A`, the trace of `A²` is the sum of all `|A m n|²`. -/
theorem trace_sq {A : Matrix ι ι ℂ} (hA : A.IsHermitian) :
    (A * A).trace = ((∑ m, ∑ n, ‖A m n‖ ^ 2 : ℝ) : ℂ) := by
  simp only [Matrix.trace, Matrix.diag_apply, Matrix.mul_apply, Complex.ofReal_sum]
  refine sum_congr rfl fun m _ => sum_congr rfl fun n _ => ?_
  have h : A n m = (starRingEnd ℂ) (A m n) := (hA.apply n m).symm
  rw [h, Complex.mul_conj, Complex.normSq_eq_norm_sq]
```

Since $A_{nm}=\overline{A_{mn}}$, $\mathrm{tr}(A^2)=\sum_{m,n}A_{mn}A_{nm}=\sum_{m,n}|A_{mn}|^2$. The trace is thus real, and taking `.re` below loses nothing.

```lean
/-- For Hermitian `A`, the static response plus `tr(A²) / (4T)` is the sum of `|A m n|²`
weighted by the Fermi difference quotients shifted by `1 / (4T)`. -/
theorem staticResponse_add_trace (E : ι → ℝ) {A : Matrix ι ι ℂ} (hA : A.IsHermitian) :
    staticResponse μ T E A + (A * A).trace.re / (4 * T) =
      ∑ m, ∑ n, (fermiQuotient μ T (E m) (E n) + 1 / (4 * T)) * ‖A m n‖ ^ 2 := by
  rw [trace_sq hA, Complex.ofReal_re]
  simp only [staticResponse, add_mul, sum_add_distrib, ← mul_sum]
  ring
```

Adding $\mathrm{tr}(A^2)/(4T)$ to $R$ shifts every weight by $1/(4T)$:
$$R+\frac{\mathrm{tr}(A^2)}{4T}=\sum_{m,n}\Big(q(E_m,E_n)+\frac1{4T}\Big)|A_{mn}|^2.$$

```lean
/-- At positive temperature, for any finite set of levels and Hermitian `A`, the static
response lies between `-tr(A²) / (4T)` and `0`. -/
theorem staticResponse_bounds (hT : 0 < T) (E : ι → ℝ) {A : Matrix ι ι ℂ}
    (hA : A.IsHermitian) :
    -(A * A).trace.re / (4 * T) ≤ staticResponse μ T E A ∧ staticResponse μ T E A ≤ 0 := by
  constructor
  · have key := staticResponse_add_trace (μ := μ) (T := T) E hA
    have hn : 0 ≤ ∑ m, ∑ n,
        (fermiQuotient μ T (E m) (E n) + 1 / (4 * T)) * ‖A m n‖ ^ 2 :=
      sum_nonneg fun m _ => sum_nonneg fun n _ =>
        mul_nonneg (by linarith [(fermiQuotient_lower (μ := μ) hT (E m) (E n)).1])
          (sq_nonneg _)
    rw [← key] at hn
    rw [neg_div]
    linarith
  · exact sum_nonpos fun m _ => sum_nonpos fun n _ =>
      mul_nonpos_of_nonpos_of_nonneg (fermiQuotient_neg hT _ _).le (sq_nonneg _)
```

Each term on the right of that identity is nonnegative, which gives the lower bound. Each term of $R$ itself is at most zero, which gives the upper bound.

For a numerical instance, take $\mu=0$, $T=1$, $E_1=-\ln3$, $E_2=\ln3$, and let $A$ have $A_{12}=A_{21}=1$ and zero diagonal. The occupations are $3/4$ and $1/4$, so $q(E_1,E_2)=-1/(4\ln3)$ and $R=-1/(2\ln3)\approx-0.455$. The lower bound is $-2/4=-0.5$.

The lower bound can fail for a non-Hermitian matrix. Keep only $A_{12}=1$: then $\mathrm{tr}(A^2)=0$, while $R=q(E_1,E_2)<0$.

```lean
/-- At positive temperature and for Hermitian `A`, the static response equals `-tr(A²) / (4T)`
exactly when, for every nonzero entry `A m n`, diagonal entries included, the levels `m` and `n`
both lie at the chemical potential. -/
theorem staticResponse_eq_lower_iff (hT : 0 < T) (E : ι → ℝ) {A : Matrix ι ι ℂ}
    (hA : A.IsHermitian) :
    staticResponse μ T E A = -(A * A).trace.re / (4 * T) ↔
      ∀ m n, A m n ≠ 0 → E m = μ ∧ E n = μ := by
  have key := staticResponse_add_trace (μ := μ) (T := T) E hA
  have hnn : ∀ m n, 0 ≤ (fermiQuotient μ T (E m) (E n) + 1 / (4 * T)) * ‖A m n‖ ^ 2 :=
    fun m n => mul_nonneg
      (by linarith [(fermiQuotient_lower (μ := μ) hT (E m) (E n)).1]) (sq_nonneg _)
  constructor
  · intro h m n hmn
    -- a vanishing sum of nonnegative terms vanishes term by term
    have hz : ∑ m, ∑ n,
        (fermiQuotient μ T (E m) (E n) + 1 / (4 * T)) * ‖A m n‖ ^ 2 = 0 := by
      rw [← key, h]
      ring
    have h1 := (sum_eq_zero_iff_of_nonneg
      (fun i _ => sum_nonneg fun j _ => hnn i j)).1 hz m (mem_univ m)
    have h2 := (sum_eq_zero_iff_of_nonneg (fun j _ => hnn m j)).1 h1 n (mem_univ n)
    rcases mul_eq_zero.1 h2 with h3 | h3
    · exact (fermiQuotient_lower hT _ _).2.1 (by linarith)
    · exact absurd (norm_eq_zero.1 ((pow_eq_zero_iff two_ne_zero).1 h3)) hmn
  · intro h
    have hz : ∑ m, ∑ n,
        (fermiQuotient μ T (E m) (E n) + 1 / (4 * T)) * ‖A m n‖ ^ 2 = 0 := by
      refine sum_eq_zero fun m _ => sum_eq_zero fun n _ => ?_
      by_cases h0 : A m n = 0
      · simp [h0]
      · rw [(fermiQuotient_lower hT _ _).2.2 (h m n h0)]
        ring
    rw [hz] at key
    rw [neg_div]
    linarith

end

end FermiStaticResponse
```

If $R$ equals the lower bound, the nonnegative terms of the shifted sum add to zero, so each vanishes. Wherever $A_{mn}\ne0$, this forces $q(E_m,E_n)=-1/(4T)$, hence $E_m=E_n=\mu$. Conversely, if $A$ has nonzero entries only between such levels, every shifted term is zero. In the numerical instance, moving both levels to $\mu$ gives $R=-0.5$.

```lean
#print axioms FermiStaticResponse.continuousAt_fermiQuotient
#print axioms FermiStaticResponse.staticResponse_bounds
#print axioms FermiStaticResponse.staticResponse_eq_lower_iff
```

```
'FermiStaticResponse.continuousAt_fermiQuotient' depends on axioms: [propext, Classical.choice, Quot.sound]
'FermiStaticResponse.staticResponse_bounds' depends on axioms: [propext, Classical.choice, Quot.sound]
'FermiStaticResponse.staticResponse_eq_lower_iff' depends on axioms: [propext, Classical.choice, Quot.sound]
```
